# For Hermitian H and positive definite S, the least trace of H over k S-orthonormal orbitals is the sum of the k lowest generalised eigenvalues

**Q:** Without a lower bound on the trace, filling the $k$ lowest solutions of $Hv=\varepsilon Sv$ is only a recipe. Some other set of orbitals, mixing high and low levels, might have a smaller summed energy. If a direct minimiser ended below the diagonalisation result, I could not say whether it had found a better state or broken its constraint. What rules out the better state?

**A:** Let $H$ be a Hermitian $n\times n$ matrix and $S$ the positive definite overlap matrix of the basis. The columns of an $n\times k$ matrix $C$, with $k\le n$, are the coefficients of $k$ orbitals. If $C^\dagger SC=1$, then

$$\operatorname{tr}(C^\dagger HC)\ \ge\ \sum_{j=0}^{k-1}\varepsilon_j ,$$

where $\varepsilon_0\le\dots\le\varepsilon_{n-1}$ are the generalised eigenvalues, repeated by multiplicity and counted from zero as in Lean. Some $C$ gives equality. If $H$ is the matrix, in this basis, of the one-electron Hamiltonian of non-interacting electrons of one spin, the trace is the energy of the Slater determinant built from these orbitals.

```lean
import Mathlib

open Matrix
open scoped ComplexOrder

namespace PencilTraceMinimisation

noncomputable section

variable {n k : ℕ}
```

**Q:** The next definition seems to assume a complete set of eigenvectors. Is the hard part put in by hand?

**A:** No. `IsPencilEigenbasis` only says what a square matrix $V$ and real energies $\varepsilon$ must satisfy: $V^\dagger SV=1$, $HV=SV\operatorname{diag}(\varepsilon)$, and increasing order.

```lean
/-- The columns of `V` are `S`-orthonormal solutions of the generalised eigenvalue problem
`H v = ε S v`, listed in order of increasing energy. -/
structure IsPencilEigenbasis (H S V : Matrix (Fin n) (Fin n) ℂ) (ε : Fin n → ℝ) : Prop where
  orthonormal : Vᴴ * S * V = 1
  eigen : H * V = S * V * diagonal (fun i => (ε i : ℂ))
  sorted : Monotone ε
```

The other definition is the population $p_i=\sum_j|W_{ij}|^2$, the weight that a set of orbitals places on level $i$ when the columns of $W$ are their coefficients in the eigenbasis $V$, not in the original basis.

```lean
/-- The population of level `i`: the total squared weight of the orbitals (columns of `W`)
on that level. -/
def population (W : Matrix (Fin n) (Fin k) ℂ) (i : Fin n) : ℝ := ∑ j, ‖W i j‖ ^ 2
```

That such a $V$ exists is then proved. Diagonalise the overlap, $SU=U\operatorname{diag}(d)$ with $U$ unitary and all $d_i>0$, and set $T=U\operatorname{diag}(d^{-1/2})$. Then

$$T^\dagger ST=\operatorname{diag}(d^{-1/2})\operatorname{diag}(d)\operatorname{diag}(d^{-1/2})=1 .$$

The matrix $A=T^\dagger HT$ is Hermitian, so $AY=Y\operatorname{diag}(\varepsilon)$ with $Y$ unitary (the code calls it `W` here). Put $V=TY$. Then $V^\dagger SV=Y^\dagger Y=1$. Since $T$ is square, $T^\dagger ST=1$ also gives $STT^\dagger=1$, and hence

$$HV=STT^\dagger HTY=STAY=SV\operatorname{diag}(\varepsilon).$$

In the proof, `spec` supplies both diagonalisations, `hN` and `hE` are the two properties of $V$, and `Tuple.sort` puts the columns in order of energy.

```lean
/-- A Hermitian `H` and a positive definite overlap matrix `S` possess a complete
`S`-orthonormal set of generalised eigenvectors with real, ordered energies. -/
theorem exists_eigenbasis {H S : Matrix (Fin n) (Fin n) ℂ} (hH : H.IsHermitian)
    (hS : S.PosDef) : ∃ V ε, IsPencilEigenbasis H S V ε := by
  have spec : ∀ (A : Matrix (Fin n) (Fin n) ℂ) (hA : A.IsHermitian),
      ∃ U : Matrix (Fin n) (Fin n) ℂ, Uᴴ * U = 1 ∧
        A * U = U * diagonal (fun i => (hA.eigenvalues i : ℂ)) := by
    intro A hA
    refine ⟨hA.eigenvectorUnitary, mem_unitaryGroup_iff'.mp hA.eigenvectorUnitary.2, ?_⟩
    ext i j
    have h := congrFun (hA.mulVec_eigenvectorBasis j) i
    rw [mul_diagonal]
    simpa [Matrix.mul_apply, Matrix.mulVec, dotProduct, mul_comm] using h
  -- canonical orthogonalisation: rescale the eigenvectors of the overlap matrix
  obtain ⟨T, hT⟩ : ∃ T : Matrix (Fin n) (Fin n) ℂ, Tᴴ * S * T = 1 := by
    obtain ⟨U, hU, hSU⟩ := spec S hS.isHermitian
    let d := hS.isHermitian.eigenvalues
    let R : Matrix (Fin n) (Fin n) ℂ := diagonal (fun i => (((√(d i))⁻¹ : ℝ) : ℂ))
    have hR : Rᴴ = R := by
      change (diagonal _)ᴴ = diagonal _
      rw [diagonal_conjTranspose]
      congr 1
      funext i
      exact Complex.conj_ofReal _
    have hRR : R * diagonal (fun i => (d i : ℂ)) * R = 1 := by
      change diagonal _ * diagonal _ * diagonal _ = _
      rw [diagonal_mul_diagonal, diagonal_mul_diagonal, ← diagonal_one]
      congr 1
      funext i
      have hd : 0 < d i := hS.eigenvalues_pos i
      have key : ∀ s : ℝ, s ≠ 0 → s⁻¹ * (s * s) * s⁻¹ = 1 := by
        intro s hs
        field_simp
      have h := key (√(d i)) (Real.sqrt_pos.mpr hd).ne'
      rw [Real.mul_self_sqrt hd.le] at h
      exact_mod_cast h
    refine ⟨U * R, ?_⟩
    calc (U * R)ᴴ * S * (U * R) = R * (Uᴴ * (S * U)) * R := by
          rw [conjTranspose_mul, hR]
          simp only [Matrix.mul_assoc]
      _ = 1 := by rw [hSU, ← Matrix.mul_assoc Uᴴ, hU, Matrix.one_mul, hRR]
  -- diagonalise the transformed Hamiltonian
  have hA : (Tᴴ * H * T).IsHermitian := by
    change (Tᴴ * H * T)ᴴ = _
    rw [conjTranspose_mul, conjTranspose_mul, conjTranspose_conjTranspose, hH.eq,
      Matrix.mul_assoc]
  obtain ⟨W, hW, hAW⟩ := spec _ hA
  have hTT : S * T * Tᴴ = 1 := by
    rw [Matrix.mul_assoc] at hT
    exact mul_eq_one_comm.mp hT
  have hN : (T * W)ᴴ * S * (T * W) = 1 := by
    calc (T * W)ᴴ * S * (T * W) = Wᴴ * (Tᴴ * S * T) * W := by
          simp only [conjTranspose_mul, Matrix.mul_assoc]
      _ = 1 := by rw [hT, Matrix.mul_one, hW]
  have hE : H * (T * W) = S * (T * W) * diagonal (fun i => (hA.eigenvalues i : ℂ)) := by
    calc H * (T * W) = (S * T * Tᴴ) * (H * (T * W)) := by rw [hTT, Matrix.one_mul]
      _ = S * T * (Tᴴ * H * T * W) := by simp only [Matrix.mul_assoc]
      _ = _ := by rw [hAW]; simp only [Matrix.mul_assoc]
  -- put the levels in increasing order
  let σ := Tuple.sort hA.eigenvalues
  refine ⟨(T * W).submatrix id σ, hA.eigenvalues ∘ σ, ?_, ?_, Tuple.monotone_sort _⟩
  · have h : ((T * W).submatrix id σ)ᴴ * S * (T * W).submatrix id σ
        = ((T * W)ᴴ * S * (T * W)).submatrix σ σ := rfl
    rw [h, hN, submatrix_one _ σ.injective]
  · ext i j
    have e := congrFun (congrFun hE i) (σ j)
    rw [mul_diagonal] at e ⊢
    exact e
```

**Q:** How do I know that these $\varepsilon_i$ are the roots of my secular equation, with the right multiplicities?

**A:** Multiply the eigenvalue equation by $V^\dagger$ to get $V^\dagger HV=\operatorname{diag}(\varepsilon)$.

```lean
/-- In a generalised eigenbasis the Hamiltonian is the diagonal matrix of the energies. -/
theorem hamiltonian_diagonal {H S V : Matrix (Fin n) (Fin n) ℂ} {ε : Fin n → ℝ}
    (h : IsPencilEigenbasis H S V ε) : Vᴴ * H * V = diagonal (fun i => (ε i : ℂ)) := by
  rw [Matrix.mul_assoc, h.eigen, ← Matrix.mul_assoc, ← Matrix.mul_assoc, h.orthonormal,
    Matrix.one_mul]
```

Therefore $V^\dagger(xS-H)V=\operatorname{diag}(x-\varepsilon_i)$. Taking determinants of this and of $V^\dagger SV=1$ gives

$$\det V^\dagger\,\det(xS-H)\,\det V=\prod_i(x-\varepsilon_i),\qquad \det V^\dagger\,\det S\,\det V=1 .$$

Multiply the first equation by $\det S$ and use the second: $\det(xS-H)=\det S\prod_i(x-\varepsilon_i)$. The final `linear_combination` does exactly this. Because $\det S\neq0$, the polynomial fixes the ordered list, degenerate levels included.

```lean
/-- The secular determinant factorises over the energies of a generalised eigenbasis. -/
theorem secular_determinant {H S V : Matrix (Fin n) (Fin n) ℂ} {ε : Fin n → ℝ}
    (h : IsPencilEigenbasis H S V ε) (x : ℂ) :
    (x • S - H).det = S.det * ∏ i, (x - (ε i : ℂ)) := by
  have h1 : Vᴴ * (x • S - H) * V = diagonal (fun i => x - (ε i : ℂ)) := by
    rw [Matrix.mul_sub, Matrix.sub_mul, Matrix.mul_smul, Matrix.smul_mul, h.orthonormal,
      hamiltonian_diagonal h]
    ext i j
    by_cases hij : i = j
    · subst hij
      simp
    · simp [hij]
  have d1 := congrArg Matrix.det h1
  have d2 := congrArg Matrix.det h.orthonormal
  rw [det_mul, det_mul, det_diagonal] at d1
  rw [det_mul, det_mul, det_one] at d2
  linear_combination S.det * d1 - (x • S - H).det * d2
```

**Q:** Now take an arbitrary $C$. What stops all $k$ orbitals from piling into the lowest level?

**A:** Orthonormality does. Since $V$ is square, $VV^\dagger S=1$, so $C=VW$ with $W=V^\dagger SC$. The constraint becomes $W^\dagger W=1$. The populations are the diagonal elements of the density matrix $P=WW^\dagger$ in the eigenbasis.

```lean
/-- The diagonal elements of the density matrix `W Wᴴ` are the populations. -/
theorem density_diagonal (W : Matrix (Fin n) (Fin k) ℂ) (i : Fin n) :
    (W * Wᴴ) i i = (population W i : ℂ) := by
  simp [population, Matrix.mul_apply, Complex.mul_conj, Complex.normSq_eq_norm_sq]
```

This $P$ is a Hermitian projector, $PP^\dagger=P$. Its diagonal elements therefore satisfy

$$p_i=\sum_l|P_{il}|^2\ \ge\ |P_{ii}|^2=p_i^2 ,$$

which forces $p_i\le1$. In the code, `h1` is the equality, `h2` keeps the single diagonal term, and `nlinarith` draws the conclusion.

```lean
/-- For orthonormal orbitals no level has a population above one. -/
theorem population_le_one {W : Matrix (Fin n) (Fin k) ℂ} (hW : Wᴴ * W = 1) (i : Fin n) :
    population W i ≤ 1 := by
  -- the density matrix is a Hermitian projector
  have hP : (W * Wᴴ) * (W * Wᴴ)ᴴ = W * Wᴴ := by
    rw [conjTranspose_mul, conjTranspose_conjTranspose, Matrix.mul_assoc,
      ← Matrix.mul_assoc Wᴴ, hW, Matrix.one_mul]
  have h1 : population (W * Wᴴ) i = population W i := by
    have h := density_diagonal (W * Wᴴ) i
    rw [hP, density_diagonal] at h
    exact_mod_cast h.symm
  have h2 : ‖(W * Wᴴ) i i‖ ^ 2 ≤ population (W * Wᴴ) i :=
    Finset.single_le_sum (f := fun j => ‖(W * Wᴴ) i j‖ ^ 2)
      (fun _ _ => sq_nonneg _) (Finset.mem_univ i)
  rw [h1, density_diagonal, Complex.norm_real, Real.norm_eq_abs, sq_abs] at h2
  nlinarith
```

By cyclicity of the trace, the energy depends on the populations alone:

$$\operatorname{tr}(C^\dagger HC)=\operatorname{tr}(W^\dagger\operatorname{diag}(\varepsilon)W)=\sum_i\varepsilon_ip_i .$$

With every energy set to one, the same identity gives $\sum_ip_i=\operatorname{tr}(W^\dagger W)=k$.

```lean
/-- The trace of a diagonal Hamiltonian over the orbitals `W` is the sum of the level
energies weighted by their populations. -/
theorem trace_eq_sum_population (ε : Fin n → ℝ) (W : Matrix (Fin n) (Fin k) ℂ) :
    (Wᴴ * diagonal (fun i => (ε i : ℂ)) * W).trace
      = ((∑ i, ε i * population W i : ℝ) : ℂ) := by
  rw [Matrix.mul_assoc, Matrix.trace_mul_comm, Matrix.mul_assoc]
  simp only [Matrix.trace, Matrix.diag_apply, Matrix.diagonal_mul, density_diagonal,
    Complex.ofReal_sum, Complex.ofReal_mul]
```

**Q:** Fractional populations are still allowed. Why can't they do better than whole ones?

**A:** Choose a threshold $\mu$ with $\varepsilon_i\le\mu$ for $i<k$ and $\varepsilon_i\ge\mu$ for $i\ge k$. If $k<n$, take $\mu=\varepsilon_k$; if $k=n$, any upper bound on the energies will do. For $i<k$ the factor $\varepsilon_i-\mu$ is not positive and $p_i\le1$, so $(\varepsilon_i-\mu)p_i\ge\varepsilon_i-\mu$. For $i\ge k$ the product is at least zero. Summing over all levels,

$$\sum_i\varepsilon_ip_i-\mu k\ \ge\ \sum_{i<k}\varepsilon_i-k\mu ,$$

and the $\mu$ terms cancel. No gap is needed between levels $k-1$ and $k$. In the proof, `hle` is the termwise comparison and `hsum` rewrites the sum over $i<k$ as a sum over `Fin k`.

```lean
/-- Populations between zero and one that add up to `k` give an energy no lower than
filling the `k` lowest levels. -/
theorem filling_lowest_levels (hk : k ≤ n) {ε p : Fin n → ℝ} (hε : Monotone ε)
    (h0 : ∀ i, 0 ≤ p i) (h1 : ∀ i, p i ≤ 1) (hp : ∑ i, p i = k) :
    ∑ j : Fin k, ε (Fin.castLE hk j) ≤ ∑ i, ε i * p i := by
  -- a threshold energy separating the lowest `k` levels from the others
  obtain ⟨μ, hlow, hhigh⟩ : ∃ μ : ℝ, (∀ i : Fin n, i.val < k → ε i ≤ μ) ∧
      (∀ i : Fin n, ¬ i.val < k → μ ≤ ε i) := by
    by_cases hkn : k < n
    · exact ⟨ε ⟨k, hkn⟩, fun i hi => hε (Fin.le_def.mpr hi.le),
        fun i hi => hε (Fin.le_def.mpr (not_lt.mp hi))⟩
    · refine ⟨∑ i, |ε i|, fun i _ => (le_abs_self _).trans
        (Finset.single_le_sum (f := fun i => |ε i|) (fun _ _ => abs_nonneg _)
          (Finset.mem_univ i)), fun i hi => ?_⟩
      have := i.isLt
      omega
  have hsum : ∑ i : Fin n, (if i.val < k then ε i - μ else 0)
      = ∑ j : Fin k, (ε (Fin.castLE hk j) - μ) := by
    obtain ⟨m, rfl⟩ := Nat.exists_eq_add_of_le hk
    have a1 : ∀ j : Fin k, (if (Fin.castAdd m j).val < k then ε (Fin.castAdd m j) - μ else 0)
        = ε (Fin.castLE hk j) - μ := fun j => if_pos j.isLt
    have a2 : ∀ j : Fin m, (if (Fin.natAdd k j).val < k then ε (Fin.natAdd k j) - μ else 0)
        = 0 := fun j => if_neg (not_lt.mpr (Nat.le_add_right k j.val))
    rw [Fin.sum_univ_add, Finset.sum_congr rfl (fun j _ => a1 j),
      Finset.sum_congr rfl (fun j _ => a2 j), Finset.sum_const_zero, add_zero]
  have hle : ∑ i : Fin n, (if i.val < k then ε i - μ else 0) ≤ ∑ i, (ε i - μ) * p i := by
    refine Finset.sum_le_sum fun i _ => ?_
    split_ifs with hi
    · nlinarith [mul_nonneg (sub_nonneg.mpr (hlow i hi)) (sub_nonneg.mpr (h1 i))]
    · exact mul_nonneg (sub_nonneg.mpr (hhigh i hi)) (h0 i)
  have e1 : ∑ i, (ε i - μ) * p i = ∑ i, ε i * p i - μ * k := by
    simp only [sub_mul, Finset.sum_sub_distrib, ← Finset.mul_sum, hp]
  have e2 : ∑ j : Fin k, (ε (Fin.castLE hk j) - μ)
      = ∑ j : Fin k, ε (Fin.castLE hk j) - k * μ := by
    simp [Finset.sum_sub_distrib]
  rw [hsum, e1, e2] at hle
  linarith
```

The lower bound puts these steps together: it expands $C$, transfers the constraint to $W$, and applies the filling argument.

```lean
/-- The trace of `H` over any `k` `S`-orthonormal orbitals is real and at least the sum of
the `k` lowest generalised eigenvalues. -/
theorem trace_lower_bound {H S V : Matrix (Fin n) (Fin n) ℂ} {ε : Fin n → ℝ}
    (h : IsPencilEigenbasis H S V ε) (hk : k ≤ n) (C : Matrix (Fin n) (Fin k) ℂ)
    (hC : Cᴴ * S * C = 1) :
    ((∑ j : Fin k, ε (Fin.castLE hk j) : ℝ) : ℂ) ≤ (Cᴴ * H * C).trace := by
  -- expand the orbitals in the generalised eigenbasis
  have hV : V * (Vᴴ * S) = 1 := mul_eq_one_comm.mp h.orthonormal
  obtain ⟨W, rfl⟩ : ∃ W : Matrix (Fin n) (Fin k) ℂ, C = V * W :=
    ⟨Vᴴ * S * C, by rw [← Matrix.mul_assoc, hV, Matrix.one_mul]⟩
  have key : ∀ A : Matrix (Fin n) (Fin n) ℂ,
      (V * W)ᴴ * A * (V * W) = Wᴴ * (Vᴴ * A * V) * W := by
    intro A
    simp only [conjTranspose_mul, Matrix.mul_assoc]
  have hW : Wᴴ * W = 1 := by
    rw [key, h.orthonormal, Matrix.mul_one] at hC
    exact hC
  have hp : ∑ i, population W i = k := by
    have t := trace_eq_sum_population (fun _ => 1) W
    simp only [Complex.ofReal_one, diagonal_one, Matrix.mul_one, hW, Matrix.trace_one,
      Fintype.card_fin, one_mul] at t
    exact_mod_cast t.symm
  rw [key, hamiltonian_diagonal h, trace_eq_sum_population]
  exact Complex.real_le_real.mpr (filling_lowest_levels hk h.sorted
    (fun i => Finset.sum_nonneg fun _ _ => sq_nonneg _) (population_le_one hW) hp)
```

For equality, let $C$ be the first $k$ columns of $V$. Then $C^\dagger SC$ is the leading $k\times k$ block of the identity, and $C^\dagger HC$ is the leading block of $\operatorname{diag}(\varepsilon)$, whose trace is the required sum.

```lean
/-- The `k` lowest generalised eigenvectors are `S`-orthonormal, and the trace of `H` over
them is the sum of their energies. -/
theorem lowest_orbitals_attain {H S V : Matrix (Fin n) (Fin n) ℂ} {ε : Fin n → ℝ}
    (h : IsPencilEigenbasis H S V ε) (hk : k ≤ n) :
    (V.submatrix id (Fin.castLE hk))ᴴ * S * V.submatrix id (Fin.castLE hk) = 1 ∧
    ((V.submatrix id (Fin.castLE hk))ᴴ * H * V.submatrix id (Fin.castLE hk)).trace
      = ((∑ j : Fin k, ε (Fin.castLE hk j) : ℝ) : ℂ) := by
  have key : ∀ A : Matrix (Fin n) (Fin n) ℂ,
      (V.submatrix id (Fin.castLE hk))ᴴ * A * V.submatrix id (Fin.castLE hk)
        = (Vᴴ * A * V).submatrix (Fin.castLE hk) (Fin.castLE hk) := fun _ => rfl
  constructor
  · rw [key, h.orthonormal, submatrix_one _ (Fin.castLE_injective hk)]
  · rw [key, hamiltonian_diagonal h]
    simp [Matrix.trace]
```

**Q:** The final statement puts `≤` between complex numbers. Is that meaningful?

**A:** In the order used here, $a\le b$ means that the real parts are ordered and the imaginary parts are equal. The left side is a real sum, so the inequality also says that the trace is real.

Read in words, the theorem takes `H.IsHermitian` and `S.PosDef`; the second says that the basis functions are linearly independent. It gives one increasing list `ε`, identified by the secular determinant, that serves every $k\le n$ and every admissible $C$. The expression `Fin.castLE hk j` is orbital number $j<k$ read as a level number among the $n$.

```lean
/-- Trace minimisation for a Hermitian `H` and a positive definite overlap `S`: with `ε` the
ordered roots of the secular determinant, the least trace of `H` over `k` `S`-orthonormal
orbitals is the sum of the `k` lowest `ε`, for every `k ≤ n`. -/
theorem trace_minimisation {H S : Matrix (Fin n) (Fin n) ℂ} (hH : H.IsHermitian)
    (hS : S.PosDef) :
    ∃ ε : Fin n → ℝ, Monotone ε ∧
      (∀ x : ℂ, (x • S - H).det = S.det * ∏ i, (x - (ε i : ℂ))) ∧
      ∀ (k : ℕ) (hk : k ≤ n),
        (∀ C : Matrix (Fin n) (Fin k) ℂ, Cᴴ * S * C = 1 →
          ((∑ j : Fin k, ε (Fin.castLE hk j) : ℝ) : ℂ) ≤ (Cᴴ * H * C).trace) ∧
        ∃ C : Matrix (Fin n) (Fin k) ℂ, Cᴴ * S * C = 1 ∧
          (Cᴴ * H * C).trace = ((∑ j : Fin k, ε (Fin.castLE hk j) : ℝ) : ℂ) := by
  obtain ⟨V, ε, h⟩ := exists_eigenbasis hH hS
  exact ⟨ε, h.sorted, secular_determinant h, fun k hk =>
    ⟨trace_lower_bound h hk, _, lowest_orbitals_attain h hk⟩⟩

end

end PencilTraceMinimisation
```

```lean
#print axioms PencilTraceMinimisation.trace_minimisation
```

```
'PencilTraceMinimisation.trace_minimisation' depends on axioms: [propext, Classical.choice, Quot.sound]
```

**Q:** What physics is left out?

**A:** The matrices are finite and $H$ is fixed. In a self-consistent calculation $H$ depends on the orbitals, and the sum of orbital energies is generally not the total energy. The theorem also doesn't say that the minimiser is unique, and it isn't: any unitary mixing of the $k\ge1$ columns of $C$ leaves the trace unchanged.

**Q:** Where would I meet this in code?

**A:** SciPy's `eigh(H, S)` returns ascending eigenvalues and $S$-orthonormal eigenvectors, so the first $k$ eigenvectors are the columns of a minimising $C$. A direct minimiser can restore the constraint on a trial $C$ with independent columns by replacing it with $C(C^\dagger SC)^{-1/2}$. Its trace should then never fall below the sum of the $k$ lowest eigenvalues by more than rounding error. If it does, suspect the constraint or the matrices.

**Q:** Does the argument also bound the trace from above?

**A:** Yes. Applying the theorem to $-H$, a step not proved in the Lean code, shows that the trace is at most the sum of the $k$ highest generalised eigenvalues, and that this value is attained too.
